# For every k, some occupation moments are representable on any k orbitals but not on all orbitals

Take three spin orbitals (called orbitals below), each holding at most one electron and occupied with probability $1/2$, and let the two orbitals of each pair be occupied together with probability $1/8$. Any two of the orbitals admit such statistics: give the configurations 00 and 11 probability $1/8$ each, and 01 and 10 probability $3/8$ each. For all three together, the particle number $N$ would have $\langle N\rangle = 3/2$ and $\langle N(N-1)\rangle = 6\cdot\frac18 = \frac34$, hence

$$\langle (N-1)(N-2)\rangle = \tfrac34 - 2\cdot\tfrac32 + 2 = -\tfrac14 .$$

But $(N-1)(N-2)\ge 0$ for every integer $N$, so no probability distribution on the three orbitals has these moments.

## A bound from integer particle number

Let $n_i\in\{0,1\}$ be the occupation of orbital $i$, $N=\sum_i n_i$, $p_i=\langle n_i\rangle$ and $p_{ij}=\langle n_in_j\rangle$ for $i\neq j$. For every integer $a$, the moments of any ensemble satisfy

$$2a\sum_i p_i \;\le\; \sum_{i\ne j}p_{ij} + a(a+1),$$

where the pair sum runs over ordered pairs. For $m\ge1$, the moments

$$p_i=\tfrac12,\qquad p_{ij}=\tfrac14\Bigl(1-\tfrac1{2m}\Bigr)$$

on $2m+1$ orbitals violate it at $a=m$, although every set of $2m$ orbitals admits a distribution with these moments.

## Screening the diagonals of one- and two-particle density matrices

In a fixed orbital basis, the diagonals of the fermionic one- and two-particle density matrices contain, up to normalisation, the moments $p_i$ and $p_{ij}$. A code that varies these matrices directly can screen the two diagonals together with inequalities on small groups of orbitals. In the model used here, which allows the particle number to fluctuate, passing every such test on at most $k$ orbitals does not establish that an ensemble exists, whatever the fixed $k$. The bound above uses all orbitals at once and costs one sum over pairs. If the traces are already fixed to an integer $N$, so that $\sum_i p_i=N$ and $\sum_{i\ne j}p_{ij}=N(N-1)$, it holds automatically on the full set of orbitals and can exclude moments only when applied to a subset.

## Failure on 2m+1 orbitals, success on 2m

Since $N$ is an integer, $N-a$ and $N-a-1$ are never of opposite sign. Averaging their product gives

$$0\le\langle N(N-1)\rangle-2a\langle N\rangle+a(a+1),$$

which is the bound, because $N(N-1)=\sum_{i\ne j}n_in_j$. On $2m+1$ orbitals, $\langle N\rangle=m+\frac12$ and

$$\langle N(N-1)\rangle=(2m+1)\,2m\,p_{ij}=\frac{(2m+1)(2m-1)}4=m^2-\tfrac14 .$$

At $a=m$ the right-hand side is $m^2-\frac14-m(2m+1)+m(m+1)=-\frac14$, a contradiction.

On $2m$ orbitals, first weight all configurations with $N=m$ equally. Exchanging two orbitals leaves this ensemble unchanged, so all $\langle n_i\rangle$ are equal; they sum to $m$, and each is $1/2$. Likewise all pair averages are equal. From $\sum_{j\ne i}n_in_j=n_i(N-1)$ it follows that

$$(2m-1)\langle n_in_j\rangle=\frac{m-1}2,\qquad \langle n_in_j\rangle=\frac{m-1}{2(2m-1)} .$$

Now give this ensemble weight $1-\frac1{4m^2}$, and the empty and the full configuration weight $\frac1{8m^2}$ each. The one-orbital moment becomes

$$\tfrac12\Bigl(1-\tfrac1{4m^2}\Bigr)+\tfrac1{8m^2}=\tfrac12,$$

and the pair moment becomes

$$\frac{(2m-1)(2m+1)}{4m^2}\cdot\frac{m-1}{2(2m-1)}+\frac1{8m^2}
=\frac{(2m+1)(m-1)+1}{8m^2}=\frac{2m-1}{8m},$$

which is the required $p_{ij}$.

For a given $k$, choose $m=k+1$. Any set of at most $k$ orbitals is smaller than $2m$, so a marginal of the distribution on $2m$ orbitals supplies its moments. All $2k+3$ orbitals together still fail.

## The Lean file

```lean
import Mathlib

open Finset

namespace DiagonalRepresentability

noncomputable section

variable {K : Type*} [Fintype K] [DecidableEq K]

/-- Occupation number (0 or 1) of orbital `i` in the configuration `x`. -/
def occ {K : Type*} (x : K → Bool) (i : K) : ℝ := if x i = true then 1 else 0

/-- Particle number of a configuration. -/
def number {K : Type*} [Fintype K] (x : K → Bool) : ℝ := ∑ i, occ x i

/-- The weights `w` form a probability distribution on configurations with
one-orbital moments `p` and two-orbital moments `q`. -/
structure Represents (w : (K → Bool) → ℝ) (p : K → ℝ) (q : K → K → ℝ) : Prop where
  nonneg : ∀ x, 0 ≤ w x
  total : ∑ x, w x = 1
  one : ∀ i, ∑ x, w x * occ x i = p i
  two : ∀ i j, i ≠ j → ∑ x, w x * (occ x i * occ x j) = q i j

/-- Some probability distribution on configurations has the moments `p` and `q`. -/
def Representable (p : K → ℝ) (q : K → K → ℝ) : Prop := ∃ w, Represents w p q

/-- The moments with indices in the orbital set `S` come from a distribution on `{0,1}^S`. -/
def RepresentableOn (S : Finset K) (p : K → ℝ) (q : K → K → ℝ) : Prop :=
  Representable (fun i : S => p i) (fun i j : S => q i j)

/-- The pair moment `(1 - 1/(2m))/4`. -/
def pairMoment (m : ℕ) : ℝ := (1 - 1 / (2 * (m : ℝ))) / 4

/-- Weight one on configurations with `m` particles, zero on all others. -/
def halfFilled {K : Type*} [Fintype K] (m : ℕ) (x : K → Bool) : ℝ :=
  if number x = m then 1 else 0

/-- Summed over the other orbitals, the pair occupation with orbital `i` is `n_i (N - 1)`. -/
theorem pair_count (x : K → Bool) (i : K) :
    ∑ j ∈ univ.erase i, occ x i * occ x j = occ x i * (number x - 1) := by
  have h := Finset.add_sum_erase univ (occ x) (mem_univ i)
  have hs : occ x i * occ x i = occ x i := by unfold occ; split_ifs <;> norm_num
  rw [← Finset.mul_sum]
  unfold number
  linear_combination occ x i * h - hs

/-- Moments of any ensemble obey the average of `(N - a)(N - a - 1) ≥ 0`, for each integer `a`. -/
theorem number_gap {p : K → ℝ} {q : K → K → ℝ} (h : Representable p q) (a : ℤ) :
    2 * (a : ℝ) * ∑ i, p i ≤ ∑ i, ∑ j ∈ univ.erase i, q i j + a * (a + 1) := by
  obtain ⟨w, h⟩ := h
  have h1 : ∑ x, w x * number x = ∑ i, p i := by
    simp only [number, Finset.mul_sum]
    rw [Finset.sum_comm]
    exact Finset.sum_congr rfl (fun i _ => h.one i)
  have hx : ∀ x : K → Bool, number x * (number x - 1)
      = ∑ i, ∑ j ∈ univ.erase i, occ x i * occ x j := by
    intro x
    simp only [pair_count]
    exact Finset.sum_mul _ _ _
  have h2 : ∑ x, w x * (number x * (number x - 1)) = ∑ i, ∑ j ∈ univ.erase i, q i j := by
    simp only [hx, Finset.mul_sum]
    rw [Finset.sum_comm]
    refine Finset.sum_congr rfl (fun i _ => ?_)
    rw [Finset.sum_comm]
    exact Finset.sum_congr rfl (fun j hj => h.two i j (Finset.ne_of_mem_erase hj).symm)
  -- no integer lies strictly between a and a + 1
  have h0 : 0 ≤ ∑ x, w x * ((number x - a) * (number x - a - 1)) := by
    refine Finset.sum_nonneg (fun x _ => mul_nonneg (h.nonneg x) ?_)
    have hc : number x = (((univ.filter (fun i => x i = true)).card : ℤ) : ℝ) := by
      simp [number, occ]
    rw [hc]
    generalize ((univ.filter (fun i => x i = true)).card : ℤ) = n
    have hn : 0 ≤ (n - a) * (n - a - 1) := by
      rcases le_or_gt n a with h | h
      · exact mul_nonneg_of_nonpos_of_nonpos (by omega) (by omega)
      · exact mul_nonneg (by omega) (by omega)
    exact_mod_cast hn
  have he : ∑ x, w x * ((number x - a) * (number x - a - 1))
      = ∑ x, w x * (number x * (number x - 1)) - 2 * (a : ℝ) * ∑ x, w x * number x
        + (a : ℝ) * (a + 1) * ∑ x, w x := by
    rw [Finset.mul_sum, Finset.mul_sum, ← Finset.sum_sub_distrib, ← Finset.sum_add_distrib]
    exact Finset.sum_congr rfl (fun x _ => by ring)
  rw [he, h1, h2, h.total] at h0
  linarith

/-- The sum of a function `g` over the `m`-particle configurations is unchanged when two orbitals
are exchanged in the argument of `g`. -/
theorem halfFilled_swap (m : ℕ) (g : (K → Bool) → ℝ) (a b : K) :
    ∑ x, halfFilled m x * g (fun i => x (Equiv.swap a b i)) = ∑ x, halfFilled m x * g x := by
  have hinv : Function.Involutive (fun (x : K → Bool) i => x (Equiv.swap a b i)) := by
    intro x; funext i; simp
  refine Fintype.sum_bijective _ hinv.bijective _ _ (fun x => ?_)
  have hn : number (fun i => x (Equiv.swap a b i)) = number x :=
    Equiv.sum_comp (Equiv.swap a b) (occ x)
  simp only [halfFilled, hn]

/-- With `m` particles in `2m` orbitals, all configurations equally weighted, each orbital is
half occupied and each pair is doubly occupied with probability `(m-1)/(2(2m-1))`. -/
theorem halfFilled_moments {m : ℕ} (hm : 1 ≤ m) (hK : Fintype.card K = 2 * m) (i : K) :
    ∑ x, halfFilled m x * occ x i = 1 / 2 * ∑ x : K → Bool, halfFilled m x ∧
    ∀ j, i ≠ j → ∑ x, halfFilled m x * (occ x i * occ x j)
      = ((m : ℝ) - 1) / (2 * (2 * m - 1)) * ∑ x : K → Bool, halfFilled m x := by
  have hm1 : (1 : ℝ) ≤ m := by exact_mod_cast hm
  have hN : ∀ x : K → Bool, halfFilled m x * number x = m * halfFilled m x := by
    intro x
    unfold halfFilled
    split_ifs with h
    · rw [h]; ring
    · ring
  have first : ∑ x, halfFilled m x * occ x i = 1 / 2 * ∑ x : K → Bool, halfFilled m x := by
    have hsym : ∀ j : K, ∑ x : K → Bool, halfFilled m x * occ x j
        = ∑ x : K → Bool, halfFilled m x * occ x i := by
      intro j
      have h := halfFilled_swap m (fun x => occ x i) i j
      simp only [occ, Equiv.swap_apply_left] at h ⊢
      exact h
    have hsum : ∑ j : K, ∑ x : K → Bool, halfFilled m x * occ x j
        = m * ∑ x : K → Bool, halfFilled m x := by
      rw [Finset.sum_comm, Finset.mul_sum]
      refine Finset.sum_congr rfl (fun x _ => ?_)
      rw [← Finset.mul_sum]
      exact hN x
    rw [Finset.sum_congr rfl (fun j _ => hsym j), Finset.sum_const, Finset.card_univ, hK,
      nsmul_eq_mul] at hsum
    push_cast at hsum
    apply mul_left_cancel₀ (show (m : ℝ) ≠ 0 by linarith)
    linear_combination hsum / 2
  refine ⟨first, fun j hij => ?_⟩
  -- all partners of orbital i are equivalent, and their total is fixed by the particle number
  have hsym : ∀ k ∈ univ.erase i, ∑ x, halfFilled m x * (occ x i * occ x k)
      = ∑ x, halfFilled m x * (occ x i * occ x j) := by
    intro k hk
    have hik : i ≠ k := (Finset.ne_of_mem_erase hk).symm
    have h := halfFilled_swap m (fun x => occ x i * occ x j) j k
    simp only [occ, Equiv.swap_apply_left, Equiv.swap_apply_of_ne_of_ne hij hik] at h ⊢
    exact h
  have hsum : ∑ k ∈ univ.erase i, ∑ x, halfFilled m x * (occ x i * occ x k)
      = ((m : ℝ) - 1) * ∑ x, halfFilled m x * occ x i := by
    rw [Finset.sum_comm, Finset.mul_sum]
    refine Finset.sum_congr rfl (fun x _ => ?_)
    rw [← Finset.mul_sum, pair_count]
    linear_combination occ x i * hN x
  have hc : ((univ.erase i).card : ℝ) = 2 * m - 1 := by
    rw [Finset.card_erase_of_mem (mem_univ i), Finset.card_univ, hK,
      Nat.cast_sub (by omega : 1 ≤ 2 * m)]
    norm_num
  rw [Finset.sum_congr rfl hsym, Finset.sum_const, nsmul_eq_mul, hc, first] at hsum
  have h2 : (2 * (m : ℝ) - 1) ≠ 0 := by linarith
  apply mul_left_cancel₀ h2
  rw [hsum]
  generalize 2 * (m : ℝ) - 1 = d at h2 ⊢
  field_simp

/-- On `2m` orbitals the moments `1/2` and `(1 - 1/(2m))/4` come from an ensemble. -/
theorem representable_even {m : ℕ} (hm : 1 ≤ m) (hK : Fintype.card K = 2 * m) :
    Representable (fun _ : K => 1 / 2) (fun _ _ => pairMoment m) := by
  have hm1 : (1 : ℝ) ≤ m := by exact_mod_cast hm
  have hm0 : (m : ℝ) ≠ 0 := by linarith
  have h2 : (2 * (m : ℝ) - 1) ≠ 0 := by linarith
  have hu : ∀ x : K → Bool, 0 ≤ halfFilled m x := by
    intro x; unfold halfFilled; split_ifs <;> norm_num
  have hZ : 0 < ∑ x : K → Bool, halfFilled m x := by
    obtain ⟨s, _, hs⟩ := Finset.exists_subset_card_eq
      (show m ≤ (univ : Finset K).card by rw [Finset.card_univ, hK]; omega)
    refine Finset.sum_pos' (fun x _ => hu x) ⟨fun i => decide (i ∈ s), mem_univ _, ?_⟩
    have hn : number (fun i => decide (i ∈ s)) = m := by simp [number, occ, hs]
    simp [halfFilled, hn]
  -- mix the half-filled ensemble with the full and the empty configuration
  have hE : ∀ (c r : ℝ) (g : (K → Bool) → ℝ),
      ∑ x, (c * halfFilled m x + r * ((if x = (fun _ => true) then 1 else 0)
        + (if x = (fun _ => false) then 1 else 0))) * g x
      = c * ∑ x, halfFilled m x * g x + r * (g (fun _ => true) + g (fun _ => false)) := by
    intro c r g
    simp only [add_mul, mul_add, mul_assoc, Finset.sum_add_distrib, ← Finset.mul_sum, ite_mul,
      one_mul, zero_mul, Finset.sum_ite_eq', mem_univ, if_true]
  have hT : ∀ i : K, occ (fun _ => true) i = 1 := fun i => by simp [occ]
  have hF : ∀ i : K, occ (fun _ => false) i = 0 := fun i => by simp [occ]
  have hmom := halfFilled_moments (K := K) hm hK
  generalize (∑ x : K → Bool, halfFilled m x) = Z at hZ hmom hE ⊢
  have hZ0 : Z ≠ 0 := hZ.ne'
  have hZdef : ∑ x : K → Bool, halfFilled m x = Z := by
    have i : K := (Fintype.card_pos_iff.mp (by omega)).some
    have h := (hmom i).1
    have h' := (halfFilled_moments hm hK i).1
    linarith
  refine ⟨fun x => (4 * (m : ℝ) ^ 2 - 1) / (4 * m ^ 2 * Z) * halfFilled m x
    + 1 / (8 * (m : ℝ) ^ 2) * ((if x = (fun _ => true) then 1 else 0)
      + (if x = (fun _ => false) then 1 else 0)), ?_, ?_, ?_, ?_⟩
  · intro x
    have hc : 0 ≤ (4 * (m : ℝ) ^ 2 - 1) / (4 * m ^ 2 * Z) :=
      div_nonneg (by nlinarith) (by positivity)
    exact add_nonneg (mul_nonneg hc (hu x)) (by positivity)
  · have h := hE ((4 * (m : ℝ) ^ 2 - 1) / (4 * m ^ 2 * Z)) (1 / (8 * (m : ℝ) ^ 2)) (fun _ => 1)
    simp only [mul_one] at h
    rw [h, hZdef]
    field_simp
    ring
  · intro i
    rw [hE _ _ (fun x => occ x i), (hmom i).1, hT, hF]
    field_simp
    ring
  · intro i j hij
    have hd : 4 * (m : ℝ) ^ 2 - 1 = (2 * m - 1) * (2 * m + 1) := by ring
    have key : (4 * (m : ℝ) ^ 2 - 1) / (4 * m ^ 2 * Z) * (((m : ℝ) - 1) / (2 * (2 * m - 1)) * Z)
        = (2 * m + 1) * (m - 1) / (8 * m ^ 2) := by
      rw [hd]
      generalize 2 * (m : ℝ) - 1 = d at h2 ⊢
      first
        | (field_simp; done)
        | (field_simp; ring)
    rw [hE _ _ (fun x => occ x i * occ x j), (hmom i).2 j hij, hT, hT, hF, hF, pairMoment, key]
    field_simp
    ring

/-- Moments of an ensemble, restricted to fewer orbitals, are again moments of an ensemble. -/
theorem Representable.marginal {L : Type*} [Fintype L] [DecidableEq L] {p : K → ℝ}
    {q : K → K → ℝ} (h : Representable p q) (f : L ↪ K) :
    Representable (fun i => p (f i)) (fun i j => q (f i) (f j)) := by
  obtain ⟨w, h⟩ := h
  have hE : ∀ g : (L → Bool) → ℝ,
      ∑ y, (∑ x, if (fun l => x (f l)) = y then w x else 0) * g y
        = ∑ x, w x * g (fun l => x (f l)) := by
    intro g
    simp only [Finset.sum_mul]
    rw [Finset.sum_comm]
    simp only [ite_mul, zero_mul, Finset.sum_ite_eq, mem_univ, if_true]
  refine ⟨fun y => ∑ x, if (fun l => x (f l)) = y then w x else 0, ?_, ?_, ?_, ?_⟩
  · intro y
    refine Finset.sum_nonneg (fun x _ => ?_)
    split_ifs
    · exact h.nonneg x
    · exact le_rfl
  · have h1 := hE (fun _ => 1)
    simp only [mul_one] at h1
    exact h1.trans h.total
  · intro i
    exact (hE (fun y => occ y i)).trans (h.one (f i))
  · intro i j hij
    exact (hE (fun y => occ y i * occ y j)).trans (h.two _ _ (fun e => hij (f.injective e)))

/-- For `m ≥ 1` the moments `1/2` and `(1 - 1/(2m))/4` on `2m+1` orbitals come from a distribution
on every set of `2m` orbitals, but from none on all `2m+1`. -/
theorem locally_but_not_globally_representable (m : ℕ) (hm : 1 ≤ m) :
    (∀ S : Finset (Fin (2 * m + 1)), S.card = 2 * m →
      RepresentableOn S (fun _ => 1 / 2) (fun _ _ => pairMoment m)) ∧
    ¬ Representable (fun _ : Fin (2 * m + 1) => 1 / 2) (fun _ _ => pairMoment m) := by
  refine ⟨fun S hS => representable_even (K := S) hm (by simpa using hS), fun h => ?_⟩
  have hm0 : (m : ℝ) ≠ 0 := by
    have : m ≠ 0 := by omega
    exact_mod_cast this
  -- the particle number would have to lie between m and m + 1
  have hg := number_gap h (m : ℤ)
  simp only [Finset.sum_const, Finset.card_erase_of_mem (mem_univ _), Finset.card_univ,
    Fintype.card_fin, nsmul_eq_mul, Nat.add_sub_cancel] at hg
  push_cast at hg
  have hp : 2 * (m : ℝ) * pairMoment m = (2 * m - 1) / 4 := by
    unfold pairMoment
    field_simp
  rw [hp] at hg
  nlinarith

/-- For every order `k` there are moments that are representable on each set of at most `k`
orbitals but not on all orbitals together. -/
theorem no_fixed_order_suffices (k : ℕ) :
    ∃ (n : ℕ) (p : Fin n → ℝ) (q : Fin n → Fin n → ℝ),
      (∀ S : Finset (Fin n), S.card ≤ k → RepresentableOn S p q) ∧ ¬ Representable p q := by
  refine ⟨2 * (k + 1) + 1, fun _ => 1 / 2, fun _ _ => pairMoment (k + 1), fun S hS => ?_,
    (locally_but_not_globally_representable (k + 1) (by omega)).2⟩
  have hcard : Fintype.card S ≤ Fintype.card (Fin (2 * (k + 1))) := by
    rw [Fintype.card_coe, Fintype.card_fin]; omega
  obtain ⟨f⟩ := Function.Embedding.nonempty_of_card_le hcard
  exact (representable_even (K := Fin (2 * (k + 1))) (m := k + 1) (by omega) (by simp)).marginal f

end

end DiagonalRepresentability
```

```lean
#print axioms DiagonalRepresentability.locally_but_not_globally_representable
-- 'DiagonalRepresentability.locally_but_not_globally_representable' depends on axioms: [propext, Classical.choice, Quot.sound]
#print axioms DiagonalRepresentability.no_fixed_order_suffices
-- 'DiagonalRepresentability.no_fixed_order_suffices' depends on axioms: [propext, Classical.choice, Quot.sound]
```

## Ensembles and subsets as Lean objects

A configuration is a function `K → Bool` on a finite orbital type `K`; `occ` and `number` are $n_i$ and $N$ as real numbers. `Represents w p q` says that the weights `w` are nonnegative, sum to one and have the moments `p` and `q`. The pair condition applies only to `i ≠ j`, so the diagonal entries of `q` are unconstrained. `Representable` asserts that such weights exist, and `RepresentableOn S` asks for a distribution on the orbitals in `S` alone. Different sets may use different distributions.

`locally_but_not_globally_representable` states both halves for every `m ≥ 1`: existence on each `S` with exactly `2 * m` elements, and non-existence on `Fin (2 * m + 1)`. `no_fixed_order_suffices` states that for every `k` there are a number of orbitals and moments that pass on all sets of at most `k` orbitals and fail globally.

The ensembles are classical distributions over occupations with no constraint on particle number. The counterexample has mean number $m+\frac12$, so a code that fixes an integer $N$ would already reject it by its trace. The theorems do not state a version for fixed $N$, and they do not treat off-diagonal density-matrix elements. Nor do they limit tests that combine moments from more than $k$ orbitals.

## How the lemmas follow the calculation

`pair_count` is the identity $\sum_{j\ne i}n_in_j=n_i(N-1)$. `number_gap` exchanges the sums over configurations and orbitals to obtain $\langle N\rangle$ and $\langle N(N-1)\rangle$, then splits into $N\le a$ and $N>a$, where `omega` settles the signs of the two factors.

`halfFilled_swap` is the exchange symmetry, proved by reindexing the sum over configurations. `halfFilled_moments` combines it with the fixed particle number. The weights `halfFilled` are not normalised, so its equations carry the total weight $Z$ as a factor; dividing by $Z$ gives the averages $\frac12$ and $\frac{m-1}{2(2m-1)}$.

`representable_even` shows $Z>0$ by exhibiting one configuration with $m$ particles, builds the mixture with the factor $1/Z$ included, and checks the moments with `field_simp` and `ring`. `Representable.marginal` adds up the weights of all configurations that agree on the smaller orbital set.

The first final theorem applies `representable_even` to each `S`, then inserts the moments into `number_gap` at $a=m$, where `nlinarith` finds the contradiction. The second takes `m = k + 1`, embeds each small set into $2k+2$ orbitals and uses the marginal.
